# The exchange integral over a ball of volume V/N about q = 0 scales as N^(−1/3)

## Definitions and conventions

The exchange energy of a crystal contains an integral over the momentum transfer $q$ between occupied states, with the Coulomb factor $1/\|q\|^2$. On a uniform mesh of $N$ k-points this integral becomes a sum over transfers $q$, each standing for a cell of volume $V/N$, where $V>0$ is the volume of the Brillouin zone. The term at $q=0$ is infinite and is left out of the sum. The question is how much exchange is lost with it.

Let $F(q)$ be the overlap factor of the occupied states: the squared overlaps between the periodic parts of the occupied Bloch states at $k$ and at $k+q$, summed over the bands and averaged over $k$, then normalised so that $F(0)=1$. Replace the cell at the origin by the ball $B_N$ of the same volume, with radius

$$r_N=\left(\frac{3V}{4\pi N}\right)^{1/3},$$

and define the omitted term as

$$M_N=\int_{B_N}\frac{F(q)}{\|q\|^2}\,d^3q .$$

The constant prefactor of the exchange energy, including its sign, is dropped.

The function $F$ is assumed continuous, with $|F(q)-1|\le C\|q\|^2$ near the origin. This condition stands for an insulator whose occupied states vary smoothly with the wavevector, and $C$, a squared length, limits how fast the overlap can depart from 1. In the uniform electron gas the deviation of $F$ from 1 starts linearly in $\|q\|$, so the condition fails.

## The size of the omitted term

If the quadratic bound holds on $B_N$, then

$$|M_N-4\pi r_N|\le \frac{CV}{N}.$$

If it holds in some neighbourhood of the origin, then

$$N^{1/3}M_N\to 4\pi\left(\frac{3V}{4\pi}\right)^{1/3}\qquad (N\to\infty).$$

**The Coulomb part.** In spherical coordinates the factor $q^2$ in the volume element cancels the singularity:

$$\int_{\|q\|<r}\frac{d^3q}{\|q\|^2}=\int_0^r\frac{4\pi q^2}{q^2}\,dq=4\pi r .$$

**The remainder.** On the closed ball, $|F|$ is bounded by some constant $K$, so $F(q)/\|q\|^2$ is dominated by the integrable function $K/\|q\|^2$. The integral can therefore be split:

$$M_N-4\pi r_N=\int_{B_N}\frac{F(q)-1}{\|q\|^2}\,d^3q .$$

Away from the origin the integrand is at most $C$ in absolute value. The integral is then at most $C$ times the volume of the ball, which is $CV/N$.

**The equality case.** For $F(q)=1+C\|q\|^2$ the last integrand equals $C$ for $q\ne0$, and the difference is exactly $CV/N$. With $C>0$ this is a mathematical example only, since a normalised overlap factor cannot exceed 1. The physical sign is $F(q)=1-C\|q\|^2$, on a ball small enough that $F\ge0$; the difference is then $-CV/N$, which has the same size.

**The limit.** The product $N^{1/3}r_N=(3V/(4\pi))^{1/3}$ does not depend on $N$. Once $r_N$ is small enough for $B_N$ to lie where the quadratic bound holds,

$$\left|N^{1/3}M_N-4\pi\left(\frac{3V}{4\pi}\right)^{1/3}\right|=N^{1/3}\,|M_N-4\pi r_N|\le CV\,N^{-2/3}\to0 .$$

When a periodic Hartree–Fock calculation, or a hybrid-functional calculation whose exchange keeps the long-range Coulomb interaction, leaves out the $q=0$ term of the mesh sum without a correction, this gives the size of the missing $q=0$ contribution for an insulator, up to the dropped prefactor, when its cell is modelled as a ball. Doubling the mesh in each of the three directions multiplies $N$ by 8 and halves the leading term $4\pi r_N$.

The omitted term $M_N$ is not the whole error of the mesh sum. The cells next to the origin are also integrated imperfectly, and in general their error is of the same order in $N$.

## Wavevectors, radius and omitted term in Lean

```lean
import Mathlib

open MeasureTheory Metric Set Filter
open scoped Topology Real

namespace ExchangeSingularity

noncomputable section
```

Wavevectors are points of three-dimensional Euclidean space, with the usual norm.

```lean
/-- Wavevectors in three-dimensional reciprocal space. -/
abbrev Wavevector := EuclideanSpace ℝ (Fin 3)
```

The radius $r_N$ is `cellRadius V N`. Despite its name, it belongs to the ball that replaces the mesh cell.

```lean
/-- The radius of a ball of volume `V / N`, for `V > 0` and `N ≥ 1`. -/
def cellRadius (V : ℝ) (N : ℕ) : ℝ := (3 * V / (4 * π) / N) ^ (1 / 3 : ℝ)
```

The omitted term is defined for any radius, and $M_N$ is `omittedExchange F (cellRadius V N)`. The integral is taken with respect to Lebesgue measure, which Mathlib calls `volume`; this is not the number `V`.

```lean
/-- The exchange term omitted around `q = 0`: the integral of `F q / ‖q‖ ^ 2` over the ball
of radius `r`. The integrand is meant for `q ≠ 0`; the origin has measure zero. -/
def omittedExchange (F : Wavevector → ℝ) (r : ℝ) : ℝ :=
  ∫ q in ball (0 : Wavevector) r, F q / ‖q‖ ^ 2
```

## The volume of the ball

Mathlib supplies the volume of a ball in three dimensions as an extended nonnegative number. The first theorem turns it into the real number $\tfrac43\pi r^3$.

```lean
/-- A ball of radius `r ≥ 0` in reciprocal space has volume `4 π r³ / 3`. -/
theorem ball_volume {r : ℝ} (hr : 0 ≤ r) :
    volume.real (ball (0 : Wavevector) r) = 4 / 3 * π * r ^ 3 := by
  rw [Measure.real, EuclideanSpace.volume_ball_fin_three, ENNReal.toReal_mul,
    ENNReal.toReal_pow, ENNReal.toReal_ofReal hr, ENNReal.toReal_ofReal (by positivity)]
  ring
```

The second theorem confirms that the explicit cube root is the intended radius: $N$ such balls have total volume $V$. Its intermediate fact `hcube` is $r_N^3=3V/(4\pi N)$.

```lean
/-- For `V > 0` and `N ≥ 1`, the volumes of `N` balls of radius `cellRadius V N` add up
to `V`. -/
theorem cell_volume {V : ℝ} {N : ℕ} (hV : 0 < V) (hN : 0 < N) :
    N * volume.real (ball (0 : Wavevector) (cellRadius V N)) = V := by
  have hN' : (0 : ℝ) < N := Nat.cast_pos.2 hN
  have hcube : cellRadius V N ^ 3 = 3 * V / (4 * π) / N := by
    unfold cellRadius
    rw [← Real.rpow_natCast, ← Real.rpow_mul (by positivity)]
    norm_num
  rw [ball_volume (by unfold cellRadius; positivity), hcube]
  field_simp
```

## The Coulomb singularity in radial form

The next theorem has two parts: $1/\|q\|^2$ is integrable over the ball, and its integral is $4\pi r$. The equality `hind` writes the integrand, cut off outside the ball, as a function of $\|q\|$ alone. The statement `hw` is the cancellation $y^2\cdot(1/y^2)=1$ for $0<y<r$.

```lean
/-- The Coulomb singularity `1 / ‖q‖ ^ 2` is integrable over a ball of radius `r ≥ 0`
about the origin, and its integral is `4 π r`. -/
theorem coulomb_ball {r : ℝ} (hr : 0 ≤ r) :
    IntegrableOn (fun q : Wavevector => 1 / ‖q‖ ^ 2) (ball 0 r) ∧
      ∫ q in ball (0 : Wavevector) r, 1 / ‖q‖ ^ 2 = 4 * π * r := by
  have hind : (ball (0 : Wavevector) r).indicator (fun q => 1 / ‖q‖ ^ 2) =
      fun q => (Iio r).indicator (fun y : ℝ => 1 / y ^ 2) ‖q‖ := by
    ext q
    simp [Set.indicator]
  -- the Jacobian of spherical coordinates cancels the singularity
  have hw : Set.EqOn (fun y : ℝ => y ^ (Module.finrank ℝ Wavevector - 1) •
      (Iio r).indicator (fun y : ℝ => 1 / y ^ 2) y)
      ((Iio r).indicator (fun _ => (1 : ℝ))) (Ioi 0) := by
    intro y hy
    have hy0 : y ≠ 0 := ne_of_gt hy
    have hd : Module.finrank ℝ Wavevector - 1 = 2 := by
      rw [finrank_euclideanSpace_fin]
    simp only [hd]
    by_cases h : y ∈ Iio r
    · rw [Set.indicator_of_mem h, Set.indicator_of_mem h, smul_eq_mul]
      field_simp
    · rw [Set.indicator_of_notMem h, Set.indicator_of_notMem h, smul_zero]
  constructor
  · rw [← integrable_indicator_iff measurableSet_ball, hind]
    refine (integrable_fun_norm_addHaar volume
      (f := (Iio r).indicator (fun y : ℝ => 1 / y ^ 2))).2 ?_
    refine (integrableOn_congr_fun hw measurableSet_Ioi).2 ?_
    rw [IntegrableOn, integrable_indicator_iff measurableSet_Iio, IntegrableOn,
      Measure.restrict_restrict measurableSet_Iio, Set.inter_comm, Ioi_inter_Iio]
    exact (continuous_const.integrableOn_Icc (a := 0) (b := r)).mono_set Ioo_subset_Icc_self
  · have hI : ∫ _y in Ioo 0 r, (1 : ℝ) = r := by
      rw [← integral_Ioc_eq_integral_Ioo, ← intervalIntegral.integral_of_le hr]
      simp
    rw [← integral_indicator measurableSet_ball, hind,
      integral_fun_norm_addHaar volume ((Iio r).indicator (fun y : ℝ => 1 / y ^ 2)),
      setIntegral_congr_fun measurableSet_Ioi hw, setIntegral_indicator measurableSet_Iio,
      Ioi_inter_Iio, hI, ball_volume zero_le_one, finrank_euclideanSpace_fin]
    simp only [nsmul_eq_mul, smul_eq_mul]
    push_cast
    ring
```

The device that carries this proof is `integral_fun_norm_addHaar`, Mathlib's version of spherical coordinates for radial functions. In a space of dimension $d\ge1$, with $B_1$ the unit ball, it states that

$$\int f(\|x\|)\,dx=d\,\operatorname{vol}(B_1)\int_0^\infty y^{d-1}f(y)\,dy .$$

No angles appear. The surface area of the unit sphere enters as $d\,\operatorname{vol}(B_1)$, which for $d=3$ is $3\cdot\tfrac43\pi=4\pi$. The formula concerns functions on the whole space, which is why the ball is first expressed through an indicator function. The companion lemma `integrable_fun_norm_addHaar` says that $f(\|x\|)$ is integrable exactly when $y^{d-1}f(y)$ is integrable on $(0,\infty)$. Here that function is 1 on $(0,r)$ and 0 beyond, so both parts of the theorem reduce to an interval of length $r$.

## Separating the Coulomb part

The bound $K$ comes from the compactness of the closed ball, and `Integrable.mono'` performs the comparison with $K/\|q\|^2$.

```lean
/-- For continuous `F`, the exchange integrand `F q / ‖q‖ ^ 2` is integrable over a ball of
radius `r ≥ 0` about the origin. -/
theorem exchange_integrable {F : Wavevector → ℝ} (hF : Continuous F) {r : ℝ} (hr : 0 ≤ r) :
    IntegrableOn (fun q => F q / ‖q‖ ^ 2) (ball 0 r) := by
  obtain ⟨K, hK⟩ := (isCompact_closedBall (0 : Wavevector) r).exists_bound_of_continuousOn
    hF.continuousOn
  refine Integrable.mono' ((coulomb_ball hr).1.const_mul K)
    (hF.measurable.div (measurable_norm.pow_const 2)).aestronglyMeasurable
    (ae_restrict_of_forall_mem measurableSet_ball fun q hq => ?_)
  rw [norm_div, norm_pow, norm_norm, div_eq_mul_one_div]
  exact mul_le_mul_of_nonneg_right (hK q (ball_subset_closedBall hq)) (by positivity)
```

With both integrands known to be integrable, `integral_sub` allows the two integrals to be combined into one.

```lean
/-- For continuous `F` and `r ≥ 0`, the omitted term minus `4 π r` is the integral of
`(F q - 1) / ‖q‖ ^ 2` over the ball. -/
theorem omitted_sub_coulomb {F : Wavevector → ℝ} (hF : Continuous F) {r : ℝ} (hr : 0 ≤ r) :
    omittedExchange F r - 4 * π * r =
      ∫ q in ball (0 : Wavevector) r, (F q - 1) / ‖q‖ ^ 2 := by
  rw [omittedExchange, ← (coulomb_ball hr).2,
    ← integral_sub (exchange_integrable hF hr) (coulomb_ball hr).1]
  simp only [sub_div]
```

## The bound and its equality case

The main estimate is stated as $N\,|M_N-4\pi r_N|\le CV$, which for $N\ge1$ is the bound above multiplied by $N$. The quadratic condition `hC` is required only on the ball itself, although `F` must be continuous everywhere.

The proof first shows that $C\ge0$, by evaluating the condition at a point halfway between the centre and the surface. This is used at the origin, where Lean gives the quotient the value 0 and the pointwise bound reads $0\le C$. The integral is then bounded by $C$ times the volume of the ball (`hb`), and the closing `calc` inserts `cell_volume`.

```lean
/-- Let `F` be continuous with `|F q - 1| ≤ C ‖q‖ ^ 2` on the ball of volume `V / N`, where
`V > 0` and `N ≥ 1`. Then the omitted exchange term differs from `4 π` times the radius by
at most `C V / N`. -/
theorem omitted_exchange_bound {F : Wavevector → ℝ} {C V : ℝ} {N : ℕ} (hF : Continuous F)
    (hV : 0 < V) (hN : 0 < N)
    (hC : ∀ q ∈ ball (0 : Wavevector) (cellRadius V N), |F q - 1| ≤ C * ‖q‖ ^ 2) :
    N * |omittedExchange F (cellRadius V N) - 4 * π * cellRadius V N| ≤ C * V := by
  have hN' : (0 : ℝ) < N := Nat.cast_pos.2 hN
  have hr : 0 < cellRadius V N := by unfold cellRadius; positivity
  -- a point halfway out shows that `C` is nonnegative
  have hC0 : 0 ≤ C := by
    have hn : ‖(EuclideanSpace.single 0 (cellRadius V N / 2) : Wavevector)‖ =
        cellRadius V N / 2 := by
      rw [PiLp.norm_single, Real.norm_eq_abs, abs_of_pos (by positivity)]
    have h := hC (EuclideanSpace.single 0 (cellRadius V N / 2))
      (by rw [mem_ball_zero_iff, hn]; linarith)
    rw [hn] at h
    by_contra hneg
    have h2 := mul_neg_of_neg_of_pos (not_le.1 hneg) (pow_pos (half_pos hr) 2)
    linarith [abs_nonneg (F (EuclideanSpace.single 0 (cellRadius V N / 2)) - 1)]
  have hb : ‖∫ q in ball (0 : Wavevector) (cellRadius V N), (F q - 1) / ‖q‖ ^ 2‖ ≤
      C * volume.real (ball (0 : Wavevector) (cellRadius V N)) := by
    refine norm_setIntegral_le_of_norm_le_const measure_ball_lt_top fun q hq => ?_
    rw [Real.norm_eq_abs, abs_div, abs_of_nonneg (sq_nonneg ‖q‖)]
    exact div_le_of_le_mul₀ (sq_nonneg _) hC0 (hC q hq)
  rw [omitted_sub_coulomb hF hr.le, ← Real.norm_eq_abs]
  calc _ ≤ N * (C * volume.real (ball (0 : Wavevector) (cellRadius V N))) :=
        mul_le_mul_of_nonneg_left hb hN'.le
    _ = C * (N * volume.real (ball (0 : Wavevector) (cellRadius V N))) := by ring
    _ = C * V := by rw [cell_volume hV hN]
```

The equality case is stated without absolute values and for every real $C$. For $C\ge0$ it satisfies the hypotheses of the previous theorem and attains its bound, so the constant $CV$ there is the best possible. A negative $C$ gives the physical sign, and the bound is then attained with $|C|$ in place of $C$. In the proof, the integrand is replaced by the constant $C$ at all points except the origin, which has measure zero.

```lean
/-- For `F q = 1 + C ‖q‖ ^ 2`, `V > 0` and `N ≥ 1`, the omitted term exceeds `4 π` times the
radius by exactly `C V / N`. -/
theorem omitted_exchange_sharp (C : ℝ) {V : ℝ} {N : ℕ} (hV : 0 < V) (hN : 0 < N) :
    N * (omittedExchange (fun q => 1 + C * ‖q‖ ^ 2) (cellRadius V N)
      - 4 * π * cellRadius V N) = C * V := by
  have hr : 0 ≤ cellRadius V N := by unfold cellRadius; positivity
  have h0 : ∀ᵐ q : Wavevector, q ≠ 0 := compl_mem_ae_iff.2 (measure_singleton 0)
  have hc : ∫ q in ball (0 : Wavevector) (cellRadius V N),
      (1 + C * ‖q‖ ^ 2 - 1) / ‖q‖ ^ 2 =
      ∫ _q in ball (0 : Wavevector) (cellRadius V N), C := by
    refine integral_congr_ae ?_
    filter_upwards [ae_restrict_of_ae h0] with q hq
    have hq' : ‖q‖ ≠ 0 := norm_ne_zero_iff.2 hq
    rw [add_sub_cancel_left, mul_div_cancel_right₀ _ (pow_ne_zero 2 hq')]
  rw [omitted_sub_coulomb (by fun_prop) hr, hc, setIntegral_const, smul_eq_mul, ← mul_assoc,
    cell_volume hV hN, mul_comm]
```

## The limit of dense meshes

The last theorem asks for the quadratic bound only where $\|q\|<\delta$, for some $\delta>0$. The expression `Tendsto ... atTop (𝓝 ...)` is convergence as $N\to\infty$.

The proof begins with two limits: `hr` says that $r_N\to0$, and `hlim` says that $N^{-2/3}CV\to0$. From the first, $r_N<\delta$ for all large $N$, so `omitted_exchange_bound` applies. The identity `hscale` expresses the constancy of $N^{1/3}r_N$, and `hp` splits $N^{1/3}$ into $N^{-2/3}\cdot N$ to match the form of the bound. The `calc` block is then the estimate derived by hand, and `squeeze_zero'` concludes that the difference tends to zero.

```lean
/-- Let `V > 0` and let `F` be continuous with `|F q - 1| ≤ C ‖q‖ ^ 2` near the origin. Then
`N ^ (1/3)` times the omitted exchange term tends to `4 π (3 V / (4 π)) ^ (1/3)`. -/
theorem omitted_exchange_limit {F : Wavevector → ℝ} {C V δ : ℝ} (hF : Continuous F)
    (hV : 0 < V) (hδ : 0 < δ) (hC : ∀ q, ‖q‖ < δ → |F q - 1| ≤ C * ‖q‖ ^ 2) :
    Tendsto (fun N : ℕ => (N : ℝ) ^ (1 / 3 : ℝ) * omittedExchange F (cellRadius V N))
      atTop (𝓝 (4 * π * (3 * V / (4 * π)) ^ (1 / 3 : ℝ))) := by
  -- the balls shrink into the region where the quadratic bound holds
  have hr : Tendsto (fun N : ℕ => cellRadius V N) atTop (𝓝 0) := by
    have h := (tendsto_const_div_atTop_nhds_zero_nat (3 * V / (4 * π))).rpow_const
      (p := (1 / 3 : ℝ)) (Or.inr (by norm_num))
    rwa [Real.zero_rpow (by norm_num)] at h
  have hlim : Tendsto (fun N : ℕ => (N : ℝ) ^ (-(2 / 3 : ℝ)) * (C * V)) atTop (𝓝 0) := by
    have h := ((tendsto_rpow_neg_atTop (y := (2 / 3 : ℝ)) (by norm_num)).comp
      (tendsto_natCast_atTop_atTop (R := ℝ))).mul_const (C * V)
    rwa [zero_mul] at h
  rw [tendsto_iff_norm_sub_tendsto_zero]
  refine squeeze_zero' (Eventually.of_forall fun N => norm_nonneg _) ?_ hlim
  filter_upwards [hr.eventually_lt_const hδ, eventually_gt_atTop 0] with N hNδ hN
  have hN' : (0 : ℝ) < N := Nat.cast_pos.2 hN
  have hx : (N : ℝ) * (3 * V / (4 * π) / N) = 3 * V / (4 * π) := by field_simp
  have hscale : (3 * V / (4 * π)) ^ (1 / 3 : ℝ) =
      (N : ℝ) ^ (1 / 3 : ℝ) * cellRadius V N := by
    unfold cellRadius
    rw [← Real.mul_rpow hN'.le (by positivity), hx]
  have hp : (N : ℝ) ^ (1 / 3 : ℝ) = (N : ℝ) ^ (-(2 / 3 : ℝ)) * N := by
    rw [show (1 / 3 : ℝ) = -(2 / 3) + 1 by norm_num, Real.rpow_add hN', Real.rpow_one]
  have hb := omitted_exchange_bound hF hV hN
    fun q hq => hC q ((mem_ball_zero_iff.1 hq).trans hNδ)
  calc _ = ‖(N : ℝ) ^ (1 / 3 : ℝ) *
        (omittedExchange F (cellRadius V N) - 4 * π * cellRadius V N)‖ := by
        rw [hscale]; congr 1; ring
    _ = (N : ℝ) ^ (-(2 / 3 : ℝ)) *
        (N * |omittedExchange F (cellRadius V N) - 4 * π * cellRadius V N|) := by
        rw [norm_mul, Real.norm_eq_abs, Real.norm_eq_abs,
          abs_of_nonneg (Real.rpow_nonneg hN'.le _), hp, mul_assoc]
    _ ≤ _ := mul_le_mul_of_nonneg_left hb (Real.rpow_nonneg hN'.le _)

end

end ExchangeSingularity
```

```lean
#print axioms ExchangeSingularity.exchange_integrable
#print axioms ExchangeSingularity.omitted_exchange_sharp
#print axioms ExchangeSingularity.omitted_exchange_limit
```

```
'ExchangeSingularity.exchange_integrable' depends on axioms: [propext, Classical.choice, Quot.sound]
'ExchangeSingularity.omitted_exchange_sharp' depends on axioms: [propext, Classical.choice, Quot.sound]
'ExchangeSingularity.omitted_exchange_limit' depends on axioms: [propext, Classical.choice, Quot.sound]
```
